# Scalar kagome lattice with unit masses and unit nearest-neighbour springs: the largest eigenvalue of the dynamical matrix is 6 at every wave vector

A code that diagonalises a dynamical matrix on a mesh of wave vectors gets eigenvalues at the mesh points; without a further estimate of how the matrix varies with the wave vector, these values alone do not bound the spectrum between them. When modes off the mesh are present, a time step taken from the sampled maximum frequency rests on that gap. A row-sum estimate closes it but is loose, giving 8 for the model below. A slightly negative eigenvalue near the zone centre could be rounding or an instability. For the scalar kagome model with unit masses and unit nearest-neighbour springs, a closed-form spectrum settles these points.

## The three bands

Each cell has sites $0,1,2$ at positions $r_0,r_1,r_2$, each carrying one scalar amplitude $u_i$. For wave vector $k$ set $a=k\cdot(r_1-r_0)$ and $b=k\cdot(r_2-r_0)$. A site has four neighbours, two on each other sublattice at opposite bond vectors. With Bloch phases taken at the site positions, the squared frequency $\omega^2$ obeys $\omega^2u_0=4u_0-(e^{ia}+e^{-ia})u_1-(e^{ib}+e^{-ib})u_2$, and likewise for the other sites. So $\omega^2u=Du$ with

$$D=\begin{pmatrix}4&-2x&-2y\\-2x&4&-2z\\-2y&-2z&4\end{pmatrix},\quad x=\cos a,\; y=\cos b,\; z=\cos(a-b).$$

Put $g=3+2\cos2a+2\cos2b+2\cos(2a-2b)$. For all real $a,b$ the eigenvalues are $6$ and $3\pm\sqrt g$, and

$$0\le 3-\sqrt g\le 3+\sqrt g\le 6 .$$

The upper dispersive band reaches 6, and the lower one 0, exactly when $\sin a=\sin b=0$. Since $2(r_1-r_0)$ and $2(r_2-r_0)$ are primitive lattice vectors, these $k$ are the reciprocal lattice vectors.

## Time step and reference spectrum

For this harmonic scalar model $\omega_{\max}=\sqrt6$, so the velocity Verlet condition $\omega_{\max}\Delta t<2$ on the time step $\Delta t$ reads $\Delta t<2/\sqrt6$, in units where mass and spring constant are 1. A lattice-dynamics code set up for the same model can be compared with the three bands at any $k$, and a negative computed eigenvalue is then numerical or an assembly error.

## From the cosine identity to the factorised determinant

From $z-xy=\sin a\sin b$ we get $(z-xy)^2=(1-x^2)(1-y^2)$. Expanding, with $s=x^2+y^2+z^2$,

$$s=1+2xyz .$$

The formula $\cos2\theta=2\cos^2\theta-1$ gives $g=4s-3$. Also $g=(1+\cos2a+\cos2b)^2+(\sin2a+\sin2b)^2\ge0$, and $g\le9$ because each cosine is at most 1.

For real $\mu$ let $d=\mu-4$. The matrix $\mu I-D$ has diagonal $d$ and off-diagonal entries $2x,2y,2z$, and $16xyz=8(s-1)$, so

$$\det(\mu I-D)=d^3-4sd+16xyz=(d^3-8)-4s(d-2)=(d-2)\big((d+1)^2+3-4s\big),$$

which is $(\mu-6)\big((\mu-3)^2-g\big)$. Since $g\ge0$, the second factor is $(\mu-3-\sqrt g)(\mu-3+\sqrt g)$, and $0\le\sqrt g\le3$ orders the roots.

For the touching points, $9-g=4(3-s)=4\big(\sin^2a+\sin^2b+\sin^2(a-b)\big)$. Then $\sqrt g=3$ forces $\sin a=\sin b=0$. Conversely these make $\sin(a-b)=\sin a\cos b-\cos a\sin b$ vanish, so $g=9$.

For real $u$ the quadratic form of $D$ is a sum of squared spring stretches. Written out,

$$u\cdot Du=4|u|^2-4(xu_0u_1+yu_0u_2+zu_1u_2).$$

A bond of phase $\theta$ between real amplitudes $p,q$ has squared stretch $|p-e^{i\theta}q|^2=p^2+q^2-2pq\cos\theta$. Summing phases $\pm a$ on pair $(0,1)$, $\pm b$ on $(0,2)$ and $\pm(a-b)$ on $(1,2)$ reproduces $u\cdot Du$. Further,

$$6|u|^2-u\cdot Du=2|u|^2+4(xu_0u_1+yu_0u_2+zu_1u_2)=2\,|u_0+e^{ia}u_1+e^{ib}u_2|^2 .$$

## The Lean file

```lean
import Mathlib

open Matrix Polynomial

namespace KagomeScalarPhonons

noncomputable section

/-- Bloch dynamical matrix of the scalar kagome model with unit nearest-neighbour springs;
`a`, `b`, `a - b` are the phases across the three bond directions. -/
def dyn (a b : ℝ) : Matrix (Fin 3) (Fin 3) ℝ :=
  !![4, -2 * Real.cos a, -2 * Real.cos b;
     -2 * Real.cos a, 4, -2 * Real.cos (a - b);
     -2 * Real.cos b, -2 * Real.cos (a - b), 4]

/-- The structure function `g = 3 + 2cos 2a + 2cos 2b + 2cos (2a - 2b)`. -/
def g (a b : ℝ) : ℝ :=
  3 + 2 * Real.cos (2 * a) + 2 * Real.cos (2 * b) + 2 * Real.cos (2 * a - 2 * b)

/-- The upper dispersive band `3 + √g`. -/
def upperBand (a b : ℝ) : ℝ := 3 + Real.sqrt (g a b)

/-- The lower dispersive band `3 - √g`. -/
def lowerBand (a b : ℝ) : ℝ := 3 - Real.sqrt (g a b)

/-- The Bloch phase factor `exp (iθ)`. -/
def phase (θ : ℝ) : ℂ := Complex.exp (θ * Complex.I)

/-- Squared stretch `|p - exp (iθ) q|²` of a bond with Bloch phase `θ` between
amplitudes `p` and `q`. -/
def bond (θ p q : ℝ) : ℝ := Complex.normSq ((p : ℂ) - phase θ * q)

/-- The cosines of the three bond phases obey `x² + y² + z² = 1 + 2xyz`. -/
theorem cos_triangle (a b : ℝ) :
    Real.cos a ^ 2 + Real.cos b ^ 2 + Real.cos (a - b) ^ 2
      = 1 + 2 * Real.cos a * Real.cos b * Real.cos (a - b) := by
  rw [Real.cos_sub]
  linear_combination Real.sin b ^ 2 * Real.sin_sq_add_cos_sq a
    + (1 - Real.cos a ^ 2) * Real.sin_sq_add_cos_sq b

/-- The structure function in terms of the squared cosines of the bond phases. -/
theorem g_eq (a b : ℝ) :
    g a b = 4 * (Real.cos a ^ 2 + Real.cos b ^ 2 + Real.cos (a - b) ^ 2) - 3 := by
  unfold g
  rw [show 2 * a - 2 * b = 2 * (a - b) by ring]
  simp only [Real.cos_two_mul]
  ring

/-- The structure function lies between 0 and 9. -/
theorem g_bounds (a b : ℝ) : 0 ≤ g a b ∧ g a b ≤ 9 := by
  constructor
  · -- g is a sum of two squares
    have key : g a b = (1 + Real.cos (2 * a) + Real.cos (2 * b)) ^ 2
        + (Real.sin (2 * a) + Real.sin (2 * b)) ^ 2 := by
      unfold g
      rw [Real.cos_sub]
      linear_combination (-1) * Real.sin_sq_add_cos_sq (2 * a) - Real.sin_sq_add_cos_sq (2 * b)
    rw [key]
    positivity
  · unfold g
    linarith [Real.cos_le_one (2 * a), Real.cos_le_one (2 * b), Real.cos_le_one (2 * a - 2 * b)]

/-- The quadratic form of the dynamical matrix, written out in the three amplitudes. -/
theorem quadForm_eq (a b : ℝ) (u : Fin 3 → ℝ) :
    u ⬝ᵥ dyn a b *ᵥ u = 4 * (u 0 ^ 2 + u 1 ^ 2 + u 2 ^ 2)
      - 4 * (Real.cos a * u 0 * u 1 + Real.cos b * u 0 * u 2
        + Real.cos (a - b) * u 1 * u 2) := by
  simp only [dotProduct, Matrix.mulVec, Fin.sum_univ_three]
  simp [dyn]
  ring

/-- For real amplitudes the quadratic form is the sum of the squared stretches of six bonds,
two of opposite phase for each pair of sublattices. -/
theorem quadForm_eq_bonds (a b : ℝ) (u : Fin 3 → ℝ) :
    u ⬝ᵥ dyn a b *ᵥ u = (bond a (u 0) (u 1) + bond (-a) (u 0) (u 1))
      + (bond b (u 0) (u 2) + bond (-b) (u 0) (u 2))
      + (bond (a - b) (u 1) (u 2) + bond (-(a - b)) (u 1) (u 2)) := by
  have hb : ∀ θ p q : ℝ, bond θ p q = p ^ 2 + q ^ 2 - 2 * Real.cos θ * p * q := by
    intro θ p q
    simp only [bond, phase, Complex.normSq_apply, Complex.sub_re, Complex.sub_im,
      Complex.mul_re, Complex.mul_im, Complex.ofReal_re, Complex.ofReal_im,
      Complex.exp_ofReal_mul_I_re, Complex.exp_ofReal_mul_I_im]
    linear_combination q ^ 2 * Real.sin_sq_add_cos_sq θ
  rw [quadForm_eq]
  simp only [hb, Real.cos_neg]
  ring

/-- For real amplitudes the deficit of the quadratic form below `6 |u|²` is twice the squared
modulus of the phased sum `u₀ + exp (ia) u₁ + exp (ib) u₂`. -/
theorem flat_level_deficit (a b : ℝ) (u : Fin 3 → ℝ) :
    6 * (u ⬝ᵥ u) - u ⬝ᵥ dyn a b *ᵥ u
      = 2 * Complex.normSq ((u 0 : ℂ) + phase a * u 1 + phase b * u 2) := by
  rw [quadForm_eq]
  simp only [dotProduct, Fin.sum_univ_three, phase, Complex.normSq_apply, Complex.add_re,
    Complex.add_im, Complex.mul_re, Complex.mul_im, Complex.ofReal_re, Complex.ofReal_im,
    Complex.exp_ofReal_mul_I_re, Complex.exp_ofReal_mul_I_im, Real.cos_sub]
  linear_combination (-2 * u 1 ^ 2) * Real.sin_sq_add_cos_sq a
    + (-2 * u 2 ^ 2) * Real.sin_sq_add_cos_sq b

/-- The secular determinant factorises as `(μ - 6) ((μ - 3)² - g)`. -/
theorem secular_det (a b μ : ℝ) :
    (μ • (1 : Matrix (Fin 3) (Fin 3) ℝ) - dyn a b).det = (μ - 6) * ((μ - 3) ^ 2 - g a b) := by
  have hdet : ∀ d x y z : ℝ, (!![d, x, y; x, d, z; y, z, d]).det
      = d ^ 3 - d * (x ^ 2 + y ^ 2 + z ^ 2) + 2 * x * y * z := by
    intro d x y z
    simp [Matrix.det_fin_three]
    ring
  have hM : μ • (1 : Matrix (Fin 3) (Fin 3) ℝ) - dyn a b
      = !![μ - 4, 2 * Real.cos a, 2 * Real.cos b;
          2 * Real.cos a, μ - 4, 2 * Real.cos (a - b);
          2 * Real.cos b, 2 * Real.cos (a - b), μ - 4] := by
    ext i j
    fin_cases i <;> fin_cases j <;> simp [dyn]
  -- the cosine identity removes the triple product
  rw [hM, hdet, g_eq]
  linear_combination (-8) * cos_triangle a b

/-- The characteristic polynomial of the dynamical matrix has the roots `6`, `3 + √g` and
`3 - √g`, counted with multiplicity. -/
theorem charpoly_dyn (a b : ℝ) :
    (dyn a b).charpoly = (X - C 6) * (X - C (upperBand a b)) * (X - C (lowerBand a b)) := by
  refine Polynomial.funext fun t => ?_
  have hs : Matrix.scalar (Fin 3) t = t • (1 : Matrix (Fin 3) (Fin 3) ℝ) := by
    rw [Matrix.scalar_apply, Matrix.smul_one_eq_diagonal]
  rw [Matrix.eval_charpoly, hs, secular_det]
  simp only [eval_mul, eval_sub, eval_X, eval_C, upperBand, lowerBand]
  linear_combination (t - 6) * Real.sq_sqrt (g_bounds a b).1

/-- At every wave vector the spectrum is `{6, 3 + √g, 3 - √g}`; the largest eigenvalue is the
flat value 6, and the smallest is `3 - √g`, which is non-negative. -/
theorem kagome_spectrum (a b : ℝ) :
    spectrum ℝ (dyn a b) = {6, upperBand a b, lowerBand a b}
      ∧ IsGreatest (spectrum ℝ (dyn a b)) 6
      ∧ IsLeast (spectrum ℝ (dyn a b)) (lowerBand a b)
      ∧ 0 ≤ lowerBand a b := by
  have hspec : spectrum ℝ (dyn a b) = {6, upperBand a b, lowerBand a b} := by
    ext μ
    have hfac : (μ - 6) * ((μ - 3) ^ 2 - g a b)
        = (μ - 6) * (μ - upperBand a b) * (μ - lowerBand a b) := by
      unfold upperBand lowerBand
      linear_combination (μ - 6) * Real.sq_sqrt (g_bounds a b).1
    rw [spectrum.mem_iff, Algebra.algebraMap_eq_smul_one, Matrix.isUnit_iff_isUnit_det,
      isUnit_iff_ne_zero, not_not, secular_det, hfac]
    simp only [mul_eq_zero, sub_eq_zero, Set.mem_insert_iff, Set.mem_singleton_iff, or_assoc]
  -- 0 ≤ √g ≤ 3 orders the three bands
  have h0 := Real.sqrt_nonneg (g a b)
  have h3 : Real.sqrt (g a b) ≤ 3 :=
    Real.sqrt_le_iff.mpr ⟨by norm_num, (g_bounds a b).2.trans (by norm_num)⟩
  have hu : upperBand a b ≤ 6 := by unfold upperBand; linarith
  have hl : lowerBand a b ≤ upperBand a b := by unfold upperBand lowerBand; linarith
  have hz : 0 ≤ lowerBand a b := by unfold lowerBand; linarith
  refine ⟨hspec, ?_, ?_, hz⟩
  · rw [hspec]
    refine ⟨by simp, fun x hx => ?_⟩
    simp only [Set.mem_insert_iff, Set.mem_singleton_iff] at hx
    rcases hx with h | h | h <;> linarith
  · rw [hspec]
    refine ⟨by simp, fun x hx => ?_⟩
    simp only [Set.mem_insert_iff, Set.mem_singleton_iff] at hx
    rcases hx with h | h | h <;> linarith

/-- The upper band touches the flat value 6, and the lower band vanishes, exactly when
`sin a = sin b = 0`. -/
theorem band_touching (a b : ℝ) :
    (upperBand a b = 6 ↔ Real.sin a = 0 ∧ Real.sin b = 0)
      ∧ (lowerBand a b = 0 ↔ Real.sin a = 0 ∧ Real.sin b = 0) := by
  have hg : g a b = 9 - 4 * (Real.sin a ^ 2 + Real.sin b ^ 2 + Real.sin (a - b) ^ 2) := by
    rw [g_eq]
    linear_combination 4 * Real.sin_sq_add_cos_sq a + 4 * Real.sin_sq_add_cos_sq b
      + 4 * Real.sin_sq_add_cos_sq (a - b)
  have key : Real.sqrt (g a b) = 3 ↔ Real.sin a = 0 ∧ Real.sin b = 0 := by
    constructor
    · intro h
      have h9 := Real.sq_sqrt (g_bounds a b).1
      rw [h] at h9
      -- a vanishing sum of three squares
      have h1 := sq_nonneg (Real.sin a)
      have h2 := sq_nonneg (Real.sin b)
      have h3 := sq_nonneg (Real.sin (a - b))
      have ha : Real.sin a ^ 2 = 0 := by linarith
      have hb : Real.sin b ^ 2 = 0 := by linarith
      exact ⟨(pow_eq_zero_iff two_ne_zero).mp ha, (pow_eq_zero_iff two_ne_zero).mp hb⟩
    · rintro ⟨ha, hb⟩
      have h9 : g a b = 3 ^ 2 := by
        rw [hg, Real.sin_sub, ha, hb]
        ring
      rw [h9, Real.sqrt_sq (by norm_num)]
  rw [← key]
  unfold upperBand lowerBand
  constructor <;> constructor <;> intro h <;> linarith

end

end KagomeScalarPhonons
```

```lean
#print axioms KagomeScalarPhonons.flat_level_deficit
-- 'KagomeScalarPhonons.flat_level_deficit' depends on axioms: [propext, Classical.choice, Quot.sound]
#print axioms KagomeScalarPhonons.charpoly_dyn
-- 'KagomeScalarPhonons.charpoly_dyn' depends on axioms: [propext, Classical.choice, Quot.sound]
#print axioms KagomeScalarPhonons.kagome_spectrum
-- 'KagomeScalarPhonons.kagome_spectrum' depends on axioms: [propext, Classical.choice, Quot.sound]
#print axioms KagomeScalarPhonons.band_touching
-- 'KagomeScalarPhonons.band_touching' depends on axioms: [propext, Classical.choice, Quot.sound]
```

## The theorems in words and their proofs

`dyn a b` is $D$, indexed by `Fin 3` with the site labels $0,1,2$. `upperBand` and `lowerBand` are $3\pm\sqrt g$, `phase θ` is $e^{i\theta}$, and `bond θ p q` is the squared stretch. No theorem has a hypothesis on $a$ or $b$.

`charpoly_dyn` gives the characteristic polynomial as three linear factors and so fixes multiplicities. `kagome_spectrum` identifies `spectrum ℝ (dyn a b)`, the set of real $\mu$ for which $\mu I-D$ is not invertible, with the three values. `IsGreatest` says that 6 belongs to that set and bounds it above, `IsLeast` says the same from below for $3-\sqrt g$, and the last clause makes this value non-negative. `band_touching` states both equivalences.

`cos_triangle`, `g_eq` and `g_bounds` are the first three steps above, with the sum of two squares as `key`. In `secular_det`, `hM` writes out $\mu I-D$, `hdet` expands the determinant, and `linear_combination (-8) * cos_triangle a b` is the substitution for $16xyz$. `charpoly_dyn` compares the two polynomials at every real `t`. It and `kagome_spectrum` split the quadratic factor with $(\sqrt g)^2=g$, which needs `(g_bounds a b).1` because `Real.sqrt` returns 0 on negative input. `kagome_spectrum` turns non-invertibility into a zero determinant and checks the three roots against `h0` and `h3`. `band_touching` reduces both claims to $\sqrt g=3$, using the sine form `hg`. `quadForm_eq`, `quadForm_eq_bonds` and `flat_level_deficit` are the three quadratic-form identities; the spectral theorems do not depend on them.

## Limits for a running code

The matrix $D$ is a definition, so its reduction from the infinite lattice, the reading of the touching condition in terms of $k$, and the Verlet time step are physics added around the theorems and not part of them. The quadratic-form identities are stated for real amplitudes only. Eigenvectors and the zeros of $g$ are not described. Everything is exact real arithmetic, so no rounding error is bounded. Vector displacements, unequal masses or springs, further neighbours and anharmonic terms give a different problem, for which the value 6 is not claimed.
